# Exponential growth of an unstable mode in linearized response dynamics

Let \(A\) and \(B\) be bounded operators on a real inner product space \(E\), and let \(x(t), p(t) \in E\) obey
\[ x' = (A-B)\,p, \qquad p' = -(A+B)\,x \]
for all real \(t\). If a vector \(u \neq 0\) satisfies \((A-B)(A+B)u = -g^2 u\) with \(g > 0\), then every solution with \(x(0) = u\), \(p(0) = 0\) has
\[ x(t) = \cosh(gt)\,u, \qquad \|x(t)\| \ge \tfrac12 e^{gt}\|u\| , \]
and \(\|x(t)\| \to \infty\) as \(t \to \infty\). If \(A\) and \(B\) are symmetric, the energy \(\mathcal E = \langle x,(A+B)x\rangle + \langle p,(A-B)p\rangle\) is constant along every solution, growing or not.

With \(z = x + ip\) and \(\hbar = 1\), the two equations are the real and imaginary parts of \(i z' = A z + B \bar z\). This is the form of the linearized time-dependent Kohn–Sham equations for the occupied–virtual amplitudes, restricted to real orbitals, a finite basis and an adiabatic kernel, and \((A-B)(A+B)u = \omega^2 u\) is then the eigenvalue problem for the excitation frequencies \(\omega\). The case \(\omega^2 = -g^2\) is an imaginary frequency, and \(B = 0\) is the Tamm–Dancoff approximation.

## Derivation

Write \(S = A+B\) and \(D = A-B\), so that \(x' = Dp\) and \(p' = -Sx\).

**Energy.** The product rule gives
\[ \mathcal E' = \langle Dp, Sx\rangle + \langle x, SDp\rangle - \langle Sx, Dp\rangle - \langle p, DSx\rangle . \]
For symmetric \(A\) and \(B\), both \(S\) and \(D\) are symmetric. Symmetry of \(S\) gives \(\langle x, SDp\rangle = \langle Sx, Dp\rangle\), which cancels the second term against the third. Symmetry of \(D\) gives \(\langle p, DSx\rangle = \langle Dp, Sx\rangle\), which cancels the fourth against the first. Hence \(\mathcal E' = 0\).

**Uniqueness.** The difference \((\xi, \pi)\) of two solutions with the same initial data is a solution with zero initial data. For \(w = \|\xi\|^2 + \|\pi\|^2\) and \(K = \|D\| + \|S\|\),
\[ |w'| = 2\,|\langle \xi, D\pi\rangle - \langle \pi, S\xi\rangle| \le 2K\|\xi\|\|\pi\| \le K w . \]
So \(e^{-Kt}w\) is non-increasing and \(e^{Kt}w\) is non-decreasing. Both vanish at \(t=0\) and \(w \ge 0\), so \(w = 0\) for positive times by the first and for negative times by the second.

**Single modes.** Suppose \(DSu = l u\) with \(l\) real, and try \(x = c(t)\,u\), \(p = -s(t)\,Su\) with real amplitudes \(c\) and \(s\). Then \(Dp = -s\,DSu = -l s\,u\) and \(-Sx = -c\,Su\), so both equations hold when \(c' = -l s\) and \(s' = c\). The initial data \((u, 0)\) are met by \(c(0) = 1\), \(s(0) = 0\). For \(l = -g^2\) take \(c = \cosh gt\) and \(s = \sinh(gt)/g\), since \(c' = g \sinh gt = g^2 s\) and \(s' = \cosh gt\). For \(l = \omega^2\) with \(\omega \ne 0\) take \(c = \cos\omega t\) and \(s = \sin(\omega t)/\omega\). By uniqueness these are the only solutions from \((u,0)\). In the hyperbolic case
\[ \|x(t)\| = \tfrac12\left(e^{gt} + e^{-gt}\right)\|u\| \ge \tfrac12 e^{gt}\|u\| , \]
and the right side diverges because \(g > 0\) and \(\|u\| > 0\).

**Positivity.** Let \(A\), \(B\) be symmetric, and suppose \(m\|v\|^2 \le \langle v, Sv\rangle\) with \(m > 0\) and \(0 \le \langle v, Dv\rangle\) for all \(v\). Then \(m\|x(t)\|^2 \le \mathcal E(t) = \mathcal E(0)\). In the other direction, if \(S\) is positive definite and \(DSu = -g^2u\) with \(g \neq 0\), \(u \neq 0\), then \(\langle Su, DSu\rangle = -g^2\langle u, Su\rangle < 0\), so \(D\) has a negative direction.

**Tamm–Dancoff case.** For \(B = 0\) and symmetric \(A\),
\[ \left(\|x\|^2 + \|p\|^2\right)' = 2\langle x, Ap\rangle - 2\langle p, Ax\rangle = 0 , \]
with no condition on the sign of \(A\).

## One excitation, and the role of the hypotheses

Take \(E = \mathbb R\), \(A = 3\), \(B = 5\), \(u = 1\). Then \(S = 8\), \(D = -2\), \(DS = -16\) and \(g = 4\), which gives \(x = \cosh 4t\) and \(p = -\tfrac{8}{4}\sinh 4t = -2\sinh 4t\). The energy is \(8\cosh^2 4t - 8\sinh^2 4t = 8\): two terms of opposite sign grow together. At \(t = 1\), \(x \approx 27.308\), against the bound \(e^4/2 \approx 27.299\). Setting \(B = 0\) and keeping \(A = 3\) gives \(x = \cos 3t\), \(p = -\sin 3t\) and \(x^2 + p^2 = 1\). The numbers are chosen for simple arithmetic and do not model a typical Kohn–Sham ground state. For real orbitals and a kernel that acts on the density alone, as in the local density approximation, \(D\) is the diagonal matrix of virtual-minus-occupied orbital energy differences, so \(D = -2\) would mean an empty orbital below the occupied one. When all these differences are positive, an unstable mode has \(\langle u, Su\rangle = -g^2\langle u, D^{-1}u\rangle < 0\), and the negative direction lies in \(S\).

The counter-examples that follow were worked on paper and were not run through Lean. Without \(p(0) = 0\) growth can fail: for \(A = 3\), \(B = 5\) the pair \(x = e^{-4t}\), \(p = 2e^{-4t}\) is a solution with \(x(0) = 1\) that decays. Only \(g^2\) enters the mode equation, so the sign of \(g\) is a convention and the case that fails is \(g = 0\): for \(A = B = 1\) the solution from \((1, 0)\) is \(x = 1\), \(p = -2t\), and \(\|x\|\) stays bounded. Without symmetry the energy can change: for \(B = 0\) and \(A = \begin{pmatrix}1&1\\0&1\end{pmatrix}\), the product-rule formula reduces to \(\mathcal E' = \langle x, A^2p\rangle - \langle p, A^2x\rangle\), which equals \(2\) at \(x = (1,0)\), \(p = (0,1)\).

## Formal development

```lean
import Mathlib

open scoped InnerProductSpace
open Filter

namespace LinearResponseInstability

noncomputable section

variable {E : Type*} [NormedAddCommGroup E] [InnerProductSpace ℝ E]
```

The type `E` is any real inner product space. The space \(\mathbb R^n\) of a finite orbital basis is a special case, and neither finite dimension nor completeness is assumed. The notation `⟪x, y⟫_ℝ` is \(\langle x, y\rangle\).

```lean
/-- The linearized equations of motion `x' = (A - B) p`, `p' = -(A + B) x` hold at all times. -/
def IsSolution (A B : E →L[ℝ] E) (x p : ℝ → E) : Prop :=
  ∀ t, HasDerivAt x ((A - B) (p t)) t ∧ HasDerivAt p (-((A + B) (x t))) t
```

An operator of type `E →L[ℝ] E` is linear, bounded and defined on all of `E`, and it does not depend on time. `IsSolution A B x p` says that the curves `x` and `p` are differentiable at every real time, negative times included, with the derivatives of the equations of motion. These equations are the definition of the model and are not derived from the Kohn–Sham equations. Unbounded operators, complex \(A\) and \(B\), kernels with memory, a driving field and the nonlinear terms dropped in the linearization lie outside this definition.

```lean
/-- The quadratic energy `⟨x, (A + B) x⟩ + ⟨p, (A - B) p⟩`. -/
def energy (A B : E →L[ℝ] E) (x p : E) : ℝ :=
  ⟪x, (A + B) x⟫_ℝ + ⟪p, (A - B) p⟫_ℝ
```

The energy takes two vectors, not two curves, and carries no factor \(\tfrac12\). For symmetric \(A\), \(B\), half of it is the Hamiltonian for which \(x\) and \(p\) are position and momentum.

```lean
/-- For symmetric `A` and `B` the energy is constant along every solution. -/
theorem energy_conserved {A B : E →L[ℝ] E} (hA : (A : E →ₗ[ℝ] E).IsSymmetric)
    (hB : (B : E →ₗ[ℝ] E).IsSymmetric) {x p : ℝ → E} (h : IsSolution A B x p) (t : ℝ) :
    energy A B (x t) (p t) = energy A B (x 0) (p 0) := by
  have hA' : ∀ u v, ⟪A u, v⟫_ℝ = ⟪u, A v⟫_ℝ := fun u v => hA u v
  have hB' : ∀ u v, ⟪B u, v⟫_ℝ = ⟪u, B v⟫_ℝ := fun u v => hB u v
  have hS : ∀ u v, ⟪(A + B) u, v⟫_ℝ = ⟪u, (A + B) v⟫_ℝ := fun u v => by
    show ⟪A u + B u, v⟫_ℝ = ⟪u, A v + B v⟫_ℝ
    rw [inner_add_left, inner_add_right, hA', hB']
  have hD : ∀ u v, ⟪(A - B) u, v⟫_ℝ = ⟪u, (A - B) v⟫_ℝ := fun u v => by
    show ⟪A u - B u, v⟫_ℝ = ⟪u, A v - B v⟫_ℝ
    rw [inner_sub_left, inner_sub_right, hA', hB']
  have hd : ∀ s, HasDerivAt (fun s => energy A B (x s) (p s)) 0 s := by
    intro s
    obtain ⟨hx, hp⟩ := h s
    have hSx : HasDerivAt (fun s => (A + B) (x s)) ((A + B) ((A - B) (p s))) s :=
      (A + B).hasFDerivAt.comp_hasDerivAt s hx
    have hDp : HasDerivAt (fun s => (A - B) (p s)) ((A - B) (-((A + B) (x s)))) s :=
      (A - B).hasFDerivAt.comp_hasDerivAt s hp
    refine ((hx.inner ℝ hSx).fun_add (hp.inner ℝ hDp)).congr_deriv ?_
    -- the four terms of the product rule cancel in pairs by symmetry of A + B and A - B
    simp only [map_neg, inner_neg_left, inner_neg_right]
    linarith [hS (x s) ((A - B) (p s)), hD (p s) ((A + B) (x s))]
  exact is_const_of_deriv_eq_zero (fun s => (hd s).differentiableAt) (fun s => (hd s).deriv) t 0
```

The hypotheses `hA` and `hB` state \(\langle Au, v\rangle = \langle u, Av\rangle\) and the same for \(B\), and the conclusion is \(\mathcal E(t) = \mathcal E(0)\) for every solution and every `t`. The steps `hS` and `hD` pass symmetry on to \(S\) and \(D\). Then `hSx` and `hDp` differentiate \(Sx\) and \(Dp\), `inner` applies the product rule, and the two facts handed to `linarith` are the two cancellations of the derivation. `is_const_of_deriv_eq_zero` turns the vanishing derivative into a constant.

The line ending in `.congr_deriv ?_` shows a pattern worth reusing. Combinators such as `inner`, `fun_add`, `const_mul` and `smul_const` build a `HasDerivAt` statement with whatever derivative the rules produce, and `congr_deriv` exchanges that value for the wanted one at the price of a single algebraic equation. Differentiation and algebra stay separate, and `linarith`, `module`, `field_simp`, `ring` or `simp only` closes the equation. Every explicit derivative below is finished this way.

```lean
/-- Two solutions with the same initial data agree at all times. -/
theorem solution_unique {A B : E →L[ℝ] E} {x p y q : ℝ → E} (h : IsSolution A B x p)
    (h' : IsSolution A B y q) (hx : x 0 = y 0) (hp : p 0 = q 0) (t : ℝ) :
    x t = y t ∧ p t = q t := by
  -- the phase-space vector field is a bounded linear map, hence Lipschitz
  let L : E × E →L[ℝ] E × E :=
    ((A - B).comp (ContinuousLinearMap.snd ℝ E E)).prod
      (-((A + B).comp (ContinuousLinearMap.fst ℝ E E)))
  have key : (fun t => (x t, p t)) = fun t => (y t, q t) :=
    ODE_solution_unique_univ (v := fun _ z => L z) (s := fun _ => Set.univ) (t₀ := 0)
      (fun _ => L.lipschitz.lipschitzOnWith)
      (fun t => ⟨(h t).1.prodMk (h t).2, Set.mem_univ _⟩)
      (fun t => ⟨(h' t).1.prodMk (h' t).2, Set.mem_univ _⟩)
      (Prod.ext hx hp)
  exact Prod.mk.inj (congrFun key t)
```

Two solutions `x, p` and `y, q` that agree at time zero agree at every time, with no symmetry assumed. The proof writes the phase-space vector field \((x,p) \mapsto (Dp, -Sx)\) as one bounded linear map `L` on `E × E`. Its Lipschitz property `L.lipschitz` plays the part of the constant \(K\), and `ODE_solution_unique_univ` replaces the argument with \(e^{\mp Kt}w\). Existence of solutions for general initial data is neither proved nor used, since the mode solutions are written down explicitly.

```lean
/-- If `(A - B)(A + B) u = l u` and the amplitudes obey `c' = -l s`, `s' = c`, then
`x = c u`, `p = -s (A + B) u` is a solution. -/
theorem mode_isSolution {A B : E →L[ℝ] E} {u : E} {l : ℝ} (hu : (A - B) ((A + B) u) = l • u)
    {c s : ℝ → ℝ} (hc : ∀ t, HasDerivAt c (-l * s t) t) (hs : ∀ t, HasDerivAt s (c t) t) :
    IsSolution A B (fun t => c t • u) (fun t => (-s t) • (A + B) u) := by
  intro t
  constructor
  · refine ((hc t).smul_const u).congr_deriv ?_
    simp only [map_smul, hu]
    module
  · refine ((hs t).fun_neg.smul_const ((A + B) u)).congr_deriv ?_
    simp only [map_smul, neg_smul]
```

This is the single-mode ansatz with arbitrary `l`, `c` and `s`. In the first equation `map_smul` pulls \(-s\) out of \(D\), `hu` replaces \(DSu\) by \(lu\), and `module` matches the scalars. The second equation needs only linearity of \(S\).

```lean
/-- If `(A - B)(A + B) u = -g² u` with `g > 0`, `u ≠ 0`, every solution starting from `(u, 0)`
has `x = cosh(gt) u`, `p = -sinh(gt)/g (A + B) u`, `exp(gt) ‖u‖ / 2 ≤ ‖x(t)‖`, and `‖x(t)‖ → ∞`. -/
theorem unstable_mode {A B : E →L[ℝ] E} {u : E} {g : ℝ} (hg : 0 < g) (hu0 : u ≠ 0)
    (hu : (A - B) ((A + B) u) = (-g ^ 2) • u) {x p : ℝ → E} (h : IsSolution A B x p)
    (hx : x 0 = u) (hp : p 0 = 0) :
    (∀ t, x t = Real.cosh (g * t) • u ∧ p t = (-(Real.sinh (g * t) / g)) • (A + B) u) ∧
      (∀ t, Real.exp (g * t) * ‖u‖ / 2 ≤ ‖x t‖) ∧ Tendsto (fun t => ‖x t‖) atTop atTop := by
  have hg0 : g ≠ 0 := hg.ne'
  have hc : ∀ t, HasDerivAt (fun t => Real.cosh (g * t))
      (-(-g ^ 2) * (Real.sinh (g * t) / g)) t := fun t => by
    have h0 : HasDerivAt (fun t => Real.cosh (g * t)) (Real.sinh (g * t) * (g * 1)) t :=
      ((hasDerivAt_id' t).const_mul g).cosh
    exact h0.congr_deriv (by field_simp)
  have hs : ∀ t, HasDerivAt (fun t => Real.sinh (g * t) / g) (Real.cosh (g * t)) t := fun t => by
    have h0 : HasDerivAt (fun t => Real.sinh (g * t)) (Real.cosh (g * t) * (g * 1)) t :=
      ((hasDerivAt_id' t).const_mul g).sinh
    exact (h0.div_const g).congr_deriv (by field_simp)
  -- the hyperbolic mode is a solution with the same initial data
  have hsol := solution_unique h (mode_isSolution hu hc hs) (by simp [hx]) (by simp [hp])
  have hb : ∀ t, Real.exp (g * t) * ‖u‖ / 2 ≤ ‖x t‖ := fun t => by
    have e : x t = Real.cosh (g * t) • u := (hsol t).1
    rw [e, norm_smul, Real.norm_eq_abs, abs_of_pos (Real.cosh_pos _), Real.cosh_eq]
    nlinarith [mul_nonneg (Real.exp_pos (-(g * t))).le (norm_nonneg u)]
  refine ⟨hsol, hb, tendsto_atTop_mono hb ?_⟩
  have hexp : Tendsto (fun t => Real.exp (g * t)) atTop atTop :=
    Real.tendsto_exp_atTop.comp (tendsto_id.const_mul_atTop hg)
  exact (hexp.atTop_mul_const (norm_pos_iff.mpr hu0)).atTop_div_const (by norm_num)
```

The hypothesis `hu` is the mode equation, where `-g ^ 2` means \(-(g^2)\). It is assumed: the theorem does not say which \(A\) and \(B\) admit such a \(u\). Symmetry is not among the hypotheses. The conclusion has three parts: the closed forms of \(x\) and \(p\) at all times, the lower bound at all times, and divergence of \(\|x(t)\|\) as \(t \to +\infty\), written with `Tendsto` and `atTop`. The vector \(u\) need not be normalised; for \(\|u\| = 1\) the bound reads \(e^{gt}/2\). Only the initial data \((u, 0)\) are covered.

The steps `hc` and `hs` are the amplitude equations for \(\cosh gt\) and \(\sinh(gt)/g\), and `hsol` joins the ansatz to uniqueness. In `hb`, `Real.cosh_eq` expands the hyperbolic cosine into exponentials and `nlinarith` discards the term \(e^{-gt}\|u\| \ge 0\). In the last lines the positivity `hg` makes \(e^{gt}\) diverge, `hu0` keeps the factor \(\|u\|\) positive, and `tendsto_atTop_mono` transfers the divergence from the bound to \(\|x(t)\|\).

```lean
/-- If `(A - B)(A + B) u = ω² u` with `ω ≠ 0`, every solution starting from `(u, 0)` has
`x = cos(ωt) u` and `p = -sin(ωt)/ω (A + B) u`. -/
theorem stable_mode {A B : E →L[ℝ] E} {u : E} {ω : ℝ} (hω : ω ≠ 0)
    (hu : (A - B) ((A + B) u) = (ω ^ 2) • u) {x p : ℝ → E} (h : IsSolution A B x p)
    (hx : x 0 = u) (hp : p 0 = 0) (t : ℝ) :
    x t = Real.cos (ω * t) • u ∧ p t = (-(Real.sin (ω * t) / ω)) • (A + B) u := by
  have hc : ∀ t, HasDerivAt (fun t => Real.cos (ω * t))
      (-(ω ^ 2) * (Real.sin (ω * t) / ω)) t := fun t => by
    have h0 : HasDerivAt (fun t => Real.cos (ω * t)) (-Real.sin (ω * t) * (ω * 1)) t :=
      ((hasDerivAt_id' t).const_mul ω).cos
    exact h0.congr_deriv (by field_simp)
  have hs : ∀ t, HasDerivAt (fun t => Real.sin (ω * t) / ω) (Real.cos (ω * t)) t := fun t => by
    have h0 : HasDerivAt (fun t => Real.sin (ω * t)) (Real.cos (ω * t) * (ω * 1)) t :=
      ((hasDerivAt_id' t).const_mul ω).sin
    exact (h0.div_const ω).congr_deriv (by field_simp)
  exact solution_unique h (mode_isSolution hu hc hs) (by simp [hx]) (by simp [hp]) t
```

The oscillating case has the same proof with trigonometric amplitudes. It allows either sign of \(\omega\) and does not require \(u \neq 0\).

```lean
/-- For symmetric `A`, `B` with `A + B ≥ m > 0` and `A - B ≥ 0`, every solution has `‖x(t)‖²`
bounded by the initial energy divided by `m`. -/
theorem bounded_of_positive {A B : E →L[ℝ] E} (hA : (A : E →ₗ[ℝ] E).IsSymmetric)
    (hB : (B : E →ₗ[ℝ] E).IsSymmetric) {m : ℝ} (hm : 0 < m)
    (hS : ∀ v, m * ‖v‖ ^ 2 ≤ ⟪v, (A + B) v⟫_ℝ) (hD : ∀ v, 0 ≤ ⟪v, (A - B) v⟫_ℝ)
    {x p : ℝ → E} (h : IsSolution A B x p) (t : ℝ) :
    ‖x t‖ ^ 2 ≤ energy A B (x 0) (p 0) / m := by
  rw [le_div_iff₀ hm, ← energy_conserved hA hB h t, energy]
  linarith [hS (x t), hD (p t)]
```

Here `hS` is the uniform lower bound on the quadratic form of \(S\) and `hD` says that the form of \(D\) is non-negative. The proof multiplies through by \(m\), replaces the initial energy by the energy at time `t`, and adds the two inequalities. Only \(x\) is bounded: the example \(A = B = 1\) meets the hypotheses with \(m = 2\) while \(p = -2t\) grows.

```lean
/-- If `A + B` is positive definite and `(A - B)(A + B) u = -g² u` with `g ≠ 0`, `u ≠ 0`, then
the quadratic form of `A - B` is negative on `(A + B) u`. -/
theorem negative_direction {A B : E →L[ℝ] E} (hS : ∀ v, v ≠ 0 → 0 < ⟪v, (A + B) v⟫_ℝ)
    {u : E} {g : ℝ} (hg : g ≠ 0) (hu0 : u ≠ 0) (hu : (A - B) ((A + B) u) = (-g ^ 2) • u) :
    ⟪(A + B) u, (A - B) ((A + B) u)⟫_ℝ < 0 := by
  rw [hu, real_inner_smul_right, real_inner_comm]
  have hg2 : 0 < g ^ 2 := by positivity
  nlinarith [mul_pos hg2 (hS u hu0)]
```

This statement is algebraic, with no dynamics and no symmetry hypothesis. After `hu` is substituted and the scalar is pulled out, `real_inner_comm` swaps the arguments of the inner product, leaving \(-g^2\langle u, Su\rangle < 0\). It is a necessary condition for an unstable mode when \(S\) is positive definite; the converse is not stated.

```lean
/-- In the Tamm-Dancoff approximation `B = 0` with symmetric `A`, the quantity `‖x‖² + ‖p‖²`
is constant along every solution. -/
theorem tammDancoff_norm_conserved {A : E →L[ℝ] E} (hA : (A : E →ₗ[ℝ] E).IsSymmetric)
    {x p : ℝ → E} (h : IsSolution A 0 x p) (t : ℝ) :
    ‖x t‖ ^ 2 + ‖p t‖ ^ 2 = ‖x 0‖ ^ 2 + ‖p 0‖ ^ 2 := by
  have hA' : ∀ u v, ⟪A u, v⟫_ℝ = ⟪u, A v⟫_ℝ := fun u v => hA u v
  have hd : ∀ s, HasDerivAt (fun s => ⟪x s, x s⟫_ℝ + ⟪p s, p s⟫_ℝ) 0 s := by
    intro s
    obtain ⟨hx, hp⟩ := h s
    rw [sub_zero] at hx
    rw [add_zero] at hp
    refine ((hx.inner ℝ hx).fun_add (hp.inner ℝ hp)).congr_deriv ?_
    simp only [inner_neg_left, inner_neg_right]
    linarith [hA' (x s) (p s), hA' (p s) (x s)]
  have hc := is_const_of_deriv_eq_zero (fun s => (hd s).differentiableAt)
    (fun s => (hd s).deriv) t 0
  simpa only [real_inner_self_eq_norm_sq] using hc
```

The Tamm–Dancoff dynamics is `IsSolution A 0 x p`, that is \(iz' = Az\), and the conserved quantity is \(\|z\|^2\). It is non-negative term by term, so it bounds both \(\|x\|\) and \(\|p\|\). The proof repeats the product-rule pattern with the symmetry of \(A\) used twice. The theorem concerns the truncated equations alone and makes no comparison with the solutions for \(B \neq 0\).

```lean
/-- Multiplication by `a` on the real line, an operator for a single excitation. -/
def scale (a : ℝ) : ℝ →L[ℝ] ℝ := a • ContinuousLinearMap.id ℝ ℝ
```

The operator `scale a` multiplies a real number by \(a\); it is a \(1 \times 1\) response matrix. The last theorem checks the single-excitation instance: `scale 3` and `scale 5` are symmetric, \(u = 1\) obeys the mode equation with \(g = 4\), and \(x = \cosh 4t\), \(p = -2\sinh 4t\) is a solution. Its steps `hD` and `hS` evaluate \(D = -2\) and \(S = 8\). The instance shows that an unstable mode occurs for symmetric operators already in one dimension; the energy value \(8\) and the decimal values given earlier are not part of the statement.

```lean
/-- For one excitation with `A = 3`, `B = 5` both operators are symmetric, `u = 1` obeys the
mode equation with `g = 4`, and `x = cosh 4t`, `p = -2 sinh 4t` is a solution. -/
theorem unstable_mode_witness :
    (scale 3 : ℝ →ₗ[ℝ] ℝ).IsSymmetric ∧ (scale 5 : ℝ →ₗ[ℝ] ℝ).IsSymmetric ∧
      (scale 3 - scale 5) ((scale 3 + scale 5) 1) = (-(4 : ℝ) ^ 2) • (1 : ℝ) ∧
      IsSolution (scale 3) (scale 5) (fun t => Real.cosh (4 * t))
        (fun t => -2 * Real.sinh (4 * t)) := by
  have hsym : ∀ a, (scale a : ℝ →ₗ[ℝ] ℝ).IsSymmetric := fun a u v => by
    show ⟪a • u, v⟫_ℝ = ⟪u, a • v⟫_ℝ
    rw [real_inner_smul_left, real_inner_smul_right]
  have hD : ∀ v, (scale 3 - scale 5) v = -2 * v := fun v => by
    show (3 : ℝ) * v - 5 * v = -2 * v
    ring
  have hS : ∀ v, (scale 3 + scale 5) v = 8 * v := fun v => by
    show (3 : ℝ) * v + 5 * v = 8 * v
    ring
  refine ⟨hsym 3, hsym 5, by rw [hD, hS]; norm_num, fun t => ?_⟩
  have hc : HasDerivAt (fun t => Real.cosh (4 * t)) (Real.sinh (4 * t) * (4 * 1)) t :=
    ((hasDerivAt_id' t).const_mul 4).cosh
  have hs : HasDerivAt (fun t => Real.sinh (4 * t)) (Real.cosh (4 * t) * (4 * 1)) t :=
    ((hasDerivAt_id' t).const_mul 4).sinh
  exact ⟨hc.congr_deriv (by simp only [hD]; ring),
    (hs.const_mul (-2)).congr_deriv (by simp only [hS]; ring)⟩

end

end LinearResponseInstability
```

```lean
#print axioms LinearResponseInstability.unstable_mode
#print axioms LinearResponseInstability.bounded_of_positive
#print axioms LinearResponseInstability.negative_direction
#print axioms LinearResponseInstability.tammDancoff_norm_conserved
```

```
'LinearResponseInstability.unstable_mode' depends on axioms: [propext, Classical.choice, Quot.sound]
'LinearResponseInstability.bounded_of_positive' depends on axioms: [propext, Classical.choice, Quot.sound]
'LinearResponseInstability.negative_direction' depends on axioms: [propext, Classical.choice, Quot.sound]
'LinearResponseInstability.tammDancoff_norm_conserved' depends on axioms: [propext, Classical.choice, Quot.sound]
```
